# For Hermitian H and G, a Hermitian matrix A minimises tr((G + i[A,H])²) exactly when [H, G + i[A,H]] = 0

Let H be the Hamiltonian of a finite-dimensional system at one value of a control parameter λ, and let G = ∂H/∂λ at that value. Both are Hermitian complex matrices. A trial gauge potential is a Hermitian matrix A of the same size. Write [X,Y] = XY − YX and X† for the conjugate transpose, and define the residual and the action by

R(A) = G + i[A,H]

S(A) = tr(R(A)²)

Units have ħ = 1, and the sign of A is the one for which the counterdiabatic Hamiltonian is H + (dλ/dt) A.

## The commutator condition and the freedom in A

A Hermitian A minimises S over all Hermitian matrices if and only if

[H, R(A)] = 0

A minimiser always exists. If A is one, a Hermitian B is another exactly when [B − A, H] = 0.

## Checking a computed gauge potential

For a finite system small enough to store H and G as full matrices, a code that prepares counterdiabatic driving can test its Hermitian A by the norm of [H, R(A)], which is zero exactly when A is a minimiser, without knowing the minimum of S. A small nonzero norm does not by itself show that A is close to a minimiser: in an energy eigenbasis each entry of R(A) enters the commutator multiplied by an energy difference, which may be tiny. Two correct solvers may return different matrices; the test is whether their difference commutes with H. Adding a multiple of the identity to A never changes S, so for matrices of size at least one the linear system for A is singular and does not determine A uniquely.

The condition is for an unrestricted A. If A is confined to a few local operators, the best member of that family may leave [H, R(A)] nonzero.

## Derivation

If X and Y are Hermitian, so is i[X,Y], since (i[X,Y])† = −i(YX − XY) = i[X,Y]. Hence R(A) is Hermitian. For any Hermitian K,

tr(K²) = Σ_ij K_ij K_ji = Σ_ij |K_ij|² ≥ 0

with equality only for K = 0.

**Expansion along a line.** Write R for R(A), and for Hermitian X let K = i[X,H]. Then R(A + tX) = R + tK for real t, and

S(A + tX) = S(A) + 2t tr(RK) + t² tr(K²)

Cyclicity of the trace moves X to the front:

tr(RK) = i tr(RXH − RHX) = i tr(XHR − XRH) = tr(X · i[H,R])

**A minimiser satisfies the condition.** Choose X = i[H,R], and set c = tr(X²) and q = tr(K²) ≥ 0. Minimality gives 2tc + t²q ≥ 0 for every real t. At t = −c/(q+1) the left side equals

−c²(q+2)/(q+1)²

which is negative unless c = 0. So tr(X²) = 0, hence X = 0 and [H,R] = 0.

**The condition gives a minimiser.** If [H,R] = 0, the linear term vanishes for every X. Taking X = B − A and t = 1,

S(B) = S(A) + tr((i[B − A, H])²) ≥ S(A)

Equality holds exactly when [B − A, H] = 0, which is the stated freedom.

**Existence.** Write H = U D U† with U unitary and D diagonal with entries E_i, and let G' = U†GU. Define

A'_ij = i G'_ij/(E_j − E_i) if E_i ≠ E_j, and A'_ij = 0 otherwise

This is Hermitian: complex conjugation and exchange of indices each change one sign. Between different energies,

(i[A',D])_ij = i A'_ij (E_j − E_i) = −G'_ij

The residual R' = G' + i[A',D] therefore keeps the entries of G' between equal energies and has zeros elsewhere. Then

[D,R']_ij = (E_i − E_j) R'_ij = 0

for all i and j. With A = U A' U†, the residual is R(A) = U R' U†, which commutes with H, so A is a minimiser.

## The Lean file

```lean
import Mathlib

open Matrix

namespace AdiabaticGaugePotential

noncomputable section

variable {n : Type*} [Fintype n]

/-- The commutator of two observables multiplied by the imaginary unit, `i[X, Y]`. -/
def iComm (X Y : Matrix n n ℂ) : Matrix n n ℂ := Complex.I • (X * Y - Y * X)

/-- The operator `G + i[A, H]` for a Hamiltonian `H`, its parameter derivative `G` and a
trial gauge potential `A`. -/
def gaugeResidual (H G A : Matrix n n ℂ) : Matrix n n ℂ := G + iComm A H

/-- The real part of the trace of the square of `G + i[A, H]`. -/
def action (H G A : Matrix n n ℂ) : ℝ :=
  (trace (gaugeResidual H G A * gaugeResidual H G A)).re

/-- `A` is Hermitian and minimizes the action among all Hermitian matrices. -/
def IsOptimal (H G A : Matrix n n ℂ) : Prop :=
  A.IsHermitian ∧ ∀ B : Matrix n n ℂ, B.IsHermitian → action H G A ≤ action H G B

/-- The gauge potential in an energy eigenbasis: `i G_ij / (E_j - E_i)` between different
energies, and zero between equal energies. -/
def eigenGauge (E : n → ℝ) (G : Matrix n n ℂ) : Matrix n n ℂ :=
  Matrix.of fun i j => if E i = E j then 0 else Complex.I * G i j / ((E j : ℂ) - (E i : ℂ))

/-- The trace of the square of a Hermitian matrix is the sum of the squared moduli of its
entries. -/
theorem trace_sq {K : Matrix n n ℂ} (hK : K.IsHermitian) :
    trace (K * K) = ((∑ i, ∑ j, ‖K i j‖ ^ 2 : ℝ) : ℂ) := by
  simp only [Matrix.trace, Matrix.diag_apply, Matrix.mul_apply, Complex.ofReal_sum]
  refine Finset.sum_congr rfl fun i _ => Finset.sum_congr rfl fun j _ => ?_
  have h : K j i = star (K i j) := (hK.apply j i).symm
  rw [h, Complex.star_def, Complex.mul_conj, Complex.normSq_eq_norm_sq]

/-- A Hermitian matrix whose square has zero trace vanishes. -/
theorem eq_zero_of_trace_sq {K : Matrix n n ℂ} (hK : K.IsHermitian)
    (h : (trace (K * K)).re = 0) : K = 0 := by
  rw [trace_sq hK, Complex.ofReal_re] at h
  ext i j
  have h1 := (Finset.sum_eq_zero_iff_of_nonneg
    (fun i _ => Finset.sum_nonneg fun j _ => sq_nonneg ‖K i j‖)).1 h i (Finset.mem_univ i)
  have h2 := (Finset.sum_eq_zero_iff_of_nonneg
    (fun j _ => sq_nonneg ‖K i j‖)).1 h1 j (Finset.mem_univ j)
  simpa using h2

/-- For Hermitian `X` and `Y` the matrix `i[X, Y]` is Hermitian. -/
theorem iComm_isHermitian {X Y : Matrix n n ℂ} (hX : X.IsHermitian) (hY : Y.IsHermitian) :
    (iComm X Y).IsHermitian := by
  rw [Matrix.IsHermitian, iComm, conjTranspose_smul, conjTranspose_sub, conjTranspose_mul,
    conjTranspose_mul, hX.eq, hY.eq, Complex.star_def, Complex.conj_I]
  module

/-- Along a line `A + tX` the action is a quadratic polynomial in `t`, with linear coefficient
`2 Re tr(X i[H, G + i[A, H]])`. -/
theorem action_line (H G A X : Matrix n n ℂ) (t : ℝ) :
    action H G (A + (t : ℂ) • X) = action H G A
      + 2 * t * (trace (X * iComm H (gaugeResidual H G A))).re
      + t ^ 2 * (trace (iComm X H * iComm X H)).re := by
  have hR : gaugeResidual H G (A + (t : ℂ) • X)
      = gaugeResidual H G A + (t : ℂ) • iComm X H := by
    simp only [gaugeResidual, iComm, add_mul, mul_add, Matrix.smul_mul, Matrix.mul_smul]
    module
  unfold action
  rw [hR]
  generalize gaugeResidual H G A = R
  -- cyclicity of the trace moves the variation X to the front
  have hcyc : trace (X * iComm H R) = trace (R * iComm X H) := by
    have h1 : trace (R * (X * H)) = trace (X * (H * R)) := by
      rw [Matrix.trace_mul_comm, Matrix.mul_assoc]
    have h2 : trace (R * (H * X)) = trace (X * (R * H)) := by
      rw [← Matrix.mul_assoc, Matrix.trace_mul_comm]
    simp only [iComm, Matrix.mul_smul, Matrix.mul_sub, Matrix.trace_smul, Matrix.trace_sub,
      h1, h2]
  rw [hcyc]
  generalize iComm X H = K
  have hT : trace ((R + (t : ℂ) • K) * (R + (t : ℂ) • K)) = trace (R * R)
      + (t : ℂ) * (trace (R * K) + trace (R * K)) + (t : ℂ) * ((t : ℂ) * trace (K * K)) := by
    simp only [add_mul, mul_add, Matrix.smul_mul, Matrix.mul_smul, Matrix.trace_add,
      Matrix.trace_smul, smul_eq_mul]
    rw [Matrix.trace_mul_comm K R]
    ring
  rw [hT]
  simp only [Complex.add_re, Complex.re_ofReal_mul]
  ring

/-- If `G + i[A, H]` commutes with `H`, the action at `B` is the action at `A` plus the real
part of `tr((i[B - A, H])²)`. -/
theorem action_of_stationary {H G A : Matrix n n ℂ}
    (h : H * gaugeResidual H G A - gaugeResidual H G A * H = 0) (B : Matrix n n ℂ) :
    action H G B = action H G A + (trace (iComm (B - A) H * iComm (B - A) H)).re := by
  have h0 : iComm H (gaugeResidual H G A) = 0 := by rw [iComm, h, smul_zero]
  have e := action_line H G A (B - A) 1
  rw [h0] at e
  simp only [Complex.ofReal_one, one_smul, add_sub_cancel, Matrix.trace_zero,
    Complex.zero_re, mul_zero, add_zero, one_pow, one_mul] at e
  exact e

/-- For Hermitian `H` and `G`, a Hermitian `A` minimizes the action over Hermitian matrices exactly
when `[H, G + i[A, H]] = 0`. -/
theorem isOptimal_iff {H G A : Matrix n n ℂ} (hH : H.IsHermitian) (hG : G.IsHermitian)
    (hA : A.IsHermitian) :
    IsOptimal H G A ↔ H * gaugeResidual H G A - gaugeResidual H G A * H = 0 := by
  have nonneg : ∀ K : Matrix n n ℂ, K.IsHermitian → 0 ≤ (trace (K * K)).re := by
    intro K hK
    rw [trace_sq hK, Complex.ofReal_re]
    positivity
  constructor
  · rintro ⟨_, hmin⟩
    -- vary A in the direction X = i[H, R]
    have hX := iComm_isHermitian hH (hG.add (iComm_isHermitian hA hH))
    change (iComm H (gaugeResidual H G A)).IsHermitian at hX
    have quad : ∀ c q : ℝ, 0 ≤ q → (∀ t : ℝ, 0 ≤ 2 * t * c + t ^ 2 * q) → c = 0 := by
      intro c q hq key
      by_contra hc
      have hc' : c ≠ 0 := hc
      obtain ⟨s, hs0, hs⟩ : ∃ s : ℝ, 0 < s ∧ s * (q + 1) = 1 :=
        ⟨(q + 1)⁻¹, by positivity, inv_mul_cancel₀ (by positivity)⟩
      have h := key (-c * s)
      have e : 2 * (-c * s) * c + (-c * s) ^ 2 * q = -(c ^ 2 * (s * (1 + s))) := by
        linear_combination (c ^ 2 * s) * hs
      have hpos : 0 < c ^ 2 * (s * (1 + s)) := by positivity
      linarith
    have hzero : iComm H (gaugeResidual H G A) = 0 := by
      refine eq_zero_of_trace_sq hX
        (quad _ _ (nonneg _ (iComm_isHermitian hX hH)) fun t => ?_)
      have ht : ((t : ℂ) • iComm H (gaugeResidual H G A)).IsHermitian := by
        rw [Matrix.IsHermitian, conjTranspose_smul, hX.eq, Complex.star_def,
          Complex.conj_ofReal]
      have h := hmin _ (hA.add ht)
      rw [action_line] at h
      linarith
    exact (smul_eq_zero.1 hzero).resolve_left Complex.I_ne_zero
  · intro h
    refine ⟨hA, fun B hB => ?_⟩
    rw [action_of_stationary h B]
    linarith [nonneg _ (iComm_isHermitian (hB.sub hA) hH)]

/-- Gauge freedom for Hermitian `H` and `G`: given one minimizer `A`, a Hermitian `B` is a minimizer
exactly when `B - A` commutes with the Hamiltonian. -/
theorem gauge_freedom {H G A B : Matrix n n ℂ} (hH : H.IsHermitian) (hG : G.IsHermitian)
    (hA : IsOptimal H G A) (hB : B.IsHermitian) :
    IsOptimal H G B ↔ (B - A) * H - H * (B - A) = 0 := by
  have e := action_of_stationary ((isOptimal_iff hH hG hA.1).1 hA) B
  constructor
  · intro h
    have hK := iComm_isHermitian (hB.sub hA.1) hH
    have hzero := eq_zero_of_trace_sq hK (by linarith [h.2 A hA.1, hA.2 B hB])
    exact (smul_eq_zero.1 hzero).resolve_left Complex.I_ne_zero
  · intro h
    have h0 : iComm (B - A) H = 0 := by rw [iComm, h, smul_zero]
    rw [h0, Matrix.mul_zero, Matrix.trace_zero, Complex.zero_re, add_zero] at e
    exact ⟨hB, fun C hC => e ▸ hA.2 C hC⟩

/-- In an energy eigenbasis, the potential `eigenGauge` removes from `G` all entries between
different energies and leaves the others unchanged. -/
theorem eigenGauge_residual [DecidableEq n] (E : n → ℝ) (G : Matrix n n ℂ) (i j : n) :
    gaugeResidual (diagonal fun k => (E k : ℂ)) G (eigenGauge E G) i j
      = if E i = E j then G i j else 0 := by
  simp only [gaugeResidual, iComm, eigenGauge, Matrix.add_apply, Matrix.smul_apply,
    Matrix.sub_apply, Matrix.mul_diagonal, Matrix.diagonal_mul, Matrix.of_apply, smul_eq_mul]
  split_ifs with h
  · ring
  · have hd : (E j : ℂ) - (E i : ℂ) ≠ 0 :=
      sub_ne_zero.2 fun h' => h (Complex.ofReal_injective h').symm
    have e : Complex.I * G i j / ((E j : ℂ) - E i) * E j
        - E i * (Complex.I * G i j / ((E j : ℂ) - E i)) = Complex.I * G i j := by
      calc _ = Complex.I * G i j / ((E j : ℂ) - E i) * ((E j : ℂ) - E i) := by ring
        _ = _ := div_mul_cancel₀ _ hd
    rw [e, ← mul_assoc, Complex.I_mul_I]
    ring

omit [Fintype n] in
/-- For Hermitian `G` the potential `eigenGauge` is Hermitian. -/
theorem eigenGauge_isHermitian (E : n → ℝ) {G : Matrix n n ℂ} (hG : G.IsHermitian) :
    (eigenGauge E G).IsHermitian := by
  refine Matrix.IsHermitian.ext fun i j => ?_
  simp only [eigenGauge, Matrix.of_apply]
  by_cases h : E i = E j
  · simp [h]
  · have hij : G i j = star (G j i) := (hG.apply i j).symm
    rw [if_neg h, if_neg (Ne.symm h), hij]
    simp only [Complex.star_def, map_div₀, map_mul, map_sub, Complex.conj_I,
      Complex.conj_ofReal]
    rw [← neg_sub (E j : ℂ) (E i : ℂ), div_neg, neg_mul, neg_div, neg_neg]

/-- For every Hermitian `H` and `G` the action has a minimizer among Hermitian matrices. -/
theorem exists_isOptimal [DecidableEq n] {H G : Matrix n n ℂ} (hH : H.IsHermitian)
    (hG : G.IsHermitian) :
    ∃ A : Matrix n n ℂ, IsOptimal H G A := by
  -- diagonalize the Hamiltonian
  obtain ⟨U, E, hVU, hD⟩ : ∃ (U : Matrix n n ℂ) (E : n → ℝ), Uᴴ * U = 1 ∧
      H = U * (diagonal fun k => (E k : ℂ)) * Uᴴ := by
    refine ⟨hH.eigenvectorUnitary, hH.eigenvalues,
      Matrix.mem_unitaryGroup_iff'.1 hH.eigenvectorUnitary.2, ?_⟩
    have h := hH.spectral_theorem
    rw [Unitary.conjStarAlgAut_apply] at h
    exact h
  have hUV : U * Uᴴ = 1 := mul_eq_one_comm.1 hVU
  have hc : ∀ X Y : Matrix n n ℂ, U * X * Uᴴ * (U * Y * Uᴴ) = U * (X * Y) * Uᴴ := by
    intro X Y
    calc U * X * Uᴴ * (U * Y * Uᴴ) = U * X * (Uᴴ * U) * Y * Uᴴ := by simp only [mul_assoc]
      _ = U * (X * Y) * Uᴴ := by rw [hVU]; simp only [mul_assoc, one_mul]
  obtain ⟨G', hG', hGG⟩ : ∃ G' : Matrix n n ℂ, G'.IsHermitian ∧ G = U * G' * Uᴴ := by
    refine ⟨Uᴴ * G * U, isHermitian_conjTranspose_mul_mul U hG, ?_⟩
    have h : U * (Uᴴ * G * U) * Uᴴ = (U * Uᴴ) * G * (U * Uᴴ) := by simp only [mul_assoc]
    rw [h, hUV, one_mul, mul_one]
  have hA : (U * eigenGauge E G' * Uᴴ).IsHermitian :=
    isHermitian_mul_mul_conjTranspose U (eigenGauge_isHermitian E hG')
  refine ⟨_, (isOptimal_iff hH hG hA).2 ?_⟩
  -- the residual rotates with the basis
  have hres : gaugeResidual H G (U * eigenGauge E G' * Uᴴ) = U * gaugeResidual
      (diagonal fun k => (E k : ℂ)) G' (eigenGauge E G') * Uᴴ := by
    rw [hD, hGG]
    simp only [gaugeResidual, iComm, hc, mul_add, add_mul, Matrix.mul_smul, Matrix.smul_mul,
      mul_sub, sub_mul]
  have hstat : (diagonal fun k => (E k : ℂ)) * gaugeResidual (diagonal fun k => (E k : ℂ)) G'
      (eigenGauge E G') - gaugeResidual (diagonal fun k => (E k : ℂ)) G' (eigenGauge E G')
      * (diagonal fun k => (E k : ℂ)) = 0 := by
    ext i j
    rw [Matrix.sub_apply, Matrix.diagonal_mul, Matrix.mul_diagonal, eigenGauge_residual,
      Matrix.zero_apply]
    split_ifs with h
    · rw [h]; ring
    · ring
  rw [hres, hD, hc, hc, ← sub_mul, ← mul_sub, hstat, mul_zero, zero_mul]

end

end AdiabaticGaugePotential
```

```lean
#print axioms AdiabaticGaugePotential.isOptimal_iff
#print axioms AdiabaticGaugePotential.gauge_freedom
#print axioms AdiabaticGaugePotential.exists_isOptimal
```

```
'AdiabaticGaugePotential.isOptimal_iff' depends on axioms: [propext, Classical.choice, Quot.sound]
'AdiabaticGaugePotential.gauge_freedom' depends on axioms: [propext, Classical.choice, Quot.sound]
'AdiabaticGaugePotential.exists_isOptimal' depends on axioms: [propext, Classical.choice, Quot.sound]
```

## How the Lean statements and lemmas correspond

The finite index type `n` labels basis states. `iComm X Y` is i[X,Y], `gaugeResidual H G A` is R(A), and `action` is the real part of tr(R(A)²). Taking the real part makes the action a real number for arbitrary matrices; for Hermitian inputs it discards nothing, by `trace_sq`. `IsOptimal H G A` says that A is Hermitian and that no Hermitian B has a smaller action.

`isOptimal_iff` is the equivalence, with H, G and A assumed Hermitian. `gauge_freedom` describes the other minimisers, and `exists_isOptimal` supplies one for every Hermitian pair H, G.

`action_line` is the expansion in t, with cyclicity in its step `hcyc`. Inside `isOptimal_iff`, the step `quad` is the argument with t = −c/(q+1), and `eq_zero_of_trace_sq` turns a zero trace into a zero matrix. `action_of_stationary` is the case t = 1, used for both sufficiency and gauge freedom.

`eigenGauge` is A', and `eigenGauge_residual` computes R' entry by entry. `exists_isOptimal` takes U and the energies from Mathlib's spectral theorem; its step `hres` rotates the residual back. Its statement asserts only that a minimiser exists, while the explicit formula is the witness in the proof.

## Exact arithmetic at a single parameter value

Degeneracies are allowed, and G may be any Hermitian matrix: the theorems never use that it is a derivative of H. Nor do they treat time evolution, so the link from A to transitionless driving is physics brought in from outside. Infinite-dimensional systems and restricted families of A are not covered.

The test E_i = E_j is exact in the file. A floating-point code needs a tolerance there, and small gaps can produce very large entries of A; the theorems give no error bound for either.
